# Spin summation of the doubles correlation energy for antisymmetrised amplitudes

The lemma carries out the spin sums in the doubles correlation energy, defined as one quarter of the sum over spin orbitals of antisymmetrised integrals times amplitudes. Both factors are built in the same way, as a direct minus an exchange term with spin overlaps, from real spatial arrays $g$ and $t$ on which no symmetry is imposed. For finite sets of spatial orbitals and $N$ spin states, the energy equals $\frac{N}{2}\sum_{ijab}\,(N g_{iajb} - g_{ibja})\,t_{iajb}$, where $i,j$ run over one set of orbitals and $a,b$ over the other. The proof first sums over the spins, then exchanges the labels $a$ and $b$ to fold the exchange half of the result onto the direct half.

In Lean, a first try:

```lean
import Mathlib

open Finset

namespace PairEnergySpinAntisym

noncomputable section

variable {O V S : Type*} [DecidableEq S]

/-- The spin overlap: one for equal spins and zero otherwise. -/
def delta (s t : S) : ℝ := if s = t then 1 else 0

/-- The antisymmetrised spin-orbital array built from a spatial array `g i a j b = (ia,jb)`:
the direct term minus the exchange term, each with its spin overlaps.
A spin orbital is a pair of a spatial orbital and a spin. -/
def spinAntisym (g : O → V → O → V → ℝ) (i j : O × S) (a b : V × S) : ℝ :=
  g i.1 a.1 j.1 b.1 * (delta i.2 a.2 * delta j.2 b.2)
    - g i.1 b.1 j.1 a.1 * (delta i.2 b.2 * delta j.2 a.2)

variable [Fintype O] [Fintype V] [Fintype S]

/-- The correlation energy of doubles amplitudes `T`: one quarter of the sum over spin orbitals
of the antisymmetrised integrals times the amplitudes. -/
def pairEnergy (g : O → V → O → V → ℝ) (T : O × S → O × S → V × S → V × S → ℝ) : ℝ :=
  (1 / 4) * ∑ i, ∑ j, ∑ a, ∑ b, spinAntisym g i j a b * T i j a b

omit [DecidableEq S] in
/-- A sum over four spin orbitals is a sum over four spatial orbitals and four spins. -/
theorem sum_spinOrbitals (F : O × S → O × S → V × S → V × S → ℝ) :
    ∑ i, ∑ j, ∑ a, ∑ b, F i j a b =
      ∑ i, ∑ j, ∑ a, ∑ b, ∑ s, ∑ t, ∑ u, ∑ v, F (i, s) (j, t) (a, u) (b, v) := by
  simp only [Fintype.sum_prod_type]
  refine sum_congr rfl fun i _ => ?_
  rw [sum_comm]
  refine sum_congr rfl fun j _ => ?_
  -- move the sum over a, then the sum over b, to the front
  calc ∑ s, ∑ t, ∑ a, ∑ u, ∑ b, ∑ v, F (i, s) (j, t) (a, u) (b, v)
      = ∑ s, ∑ a, ∑ t, ∑ u, ∑ b, ∑ v, F (i, s) (j, t) (a, u) (b, v) :=
        sum_congr rfl fun s _ => sum_comm
    _ = ∑ a, ∑ s, ∑ t, ∑ u, ∑ b, ∑ v, F (i, s) (j, t) (a, u) (b, v) := sum_comm
    _ = ∑ a, ∑ s, ∑ t, ∑ b, ∑ u, ∑ v, F (i, s) (j, t) (a, u) (b, v) :=
        sum_congr rfl fun a _ => sum_congr rfl fun s _ => sum_congr rfl fun t _ => sum_comm
    _ = ∑ a, ∑ s, ∑ b, ∑ t, ∑ u, ∑ v, F (i, s) (j, t) (a, u) (b, v) :=
        sum_congr rfl fun a _ => sum_congr rfl fun s _ => sum_comm
    _ = ∑ a, ∑ b, ∑ s, ∑ t, ∑ u, ∑ v, F (i, s) (j, t) (a, u) (b, v) :=
        sum_congr rfl fun a _ => sum_comm

/-- The spin sum of a product of two antisymmetrised quantities: with `N` spin states,
direct-direct and exchange-exchange products count `N²` times, mixed products `N` times. -/
theorem spin_sum (J K x y : ℝ) :
    ∑ s : S, ∑ t : S, ∑ u : S, ∑ v : S,
      (J * (delta s u * delta t v) - K * (delta s v * delta t u)) *
        (x * (delta s u * delta t v) - y * (delta s v * delta t u)) =
      (Fintype.card S : ℝ) ^ 2 * (J * x + K * y) - Fintype.card S * (J * y + K * x) := by
  have hd : ∀ s : S, ∑ t, delta s t = 1 := fun s => by simp [delta]
  have hsq : ∀ s t : S, delta s t * delta s t = delta s t := fun s t => by
    unfold delta; split_ifs <;> norm_num
  -- a mixed product survives only if all four spins agree
  have hx : ∀ s t u v : S, (delta s u * delta t v) * (delta s v * delta t u) =
      delta s t * (delta s u * delta t v) := fun s t u v => by
    unfold delta; split_ifs <;> simp_all
  have hp : ∀ s t u v : S,
      (J * (delta s u * delta t v) - K * (delta s v * delta t u)) *
        (x * (delta s u * delta t v) - y * (delta s v * delta t u)) =
      (J * x) * (delta s u * delta t v) + (K * y) * (delta t u * delta s v)
        - (J * y + K * x) * (delta s t * (delta s u * delta t v)) := fun s t u v => by
    linear_combination (J * x * delta t v * delta t v) * hsq s u
      + (J * x * delta s u) * hsq t v + (K * y * delta t u * delta t u) * hsq s v
      + (K * y * delta s v) * hsq t u - (J * y + K * x) * hx s t u v
  simp only [hp, sum_add_distrib, sum_sub_distrib, ← mul_sum, hd, mul_one, sum_const,
    card_univ, nsmul_eq_mul]
  ring

/-- Spin adaptation for arbitrary spatial amplitudes `t`: with `N` spin states, the energy of the
antisymmetrised amplitudes is `(N/2) ∑ (N (ia,jb) - (ib,ja)) t` over spatial orbitals. -/
theorem pairEnergy_spinAntisym (g t : O → V → O → V → ℝ) :
    pairEnergy g (spinAntisym (S := S) t) = (Fintype.card S : ℝ) / 2 *
      ∑ i, ∑ j, ∑ a, ∑ b, (Fintype.card S * g i a j b - g i b j a) * t i a j b := by
  -- relabelling a and b folds the exchange half onto the direct half
  have sw : ∀ f : V → V → ℝ, ∑ a, ∑ b, (f a b + f b a) = 2 * ∑ a, ∑ b, f a b := by
    intro f
    have hc : ∑ a, ∑ b, f b a = ∑ a, ∑ b, f a b := sum_comm
    simp only [sum_add_distrib]
    linarith
  have h : ∀ i j : O, ∑ a, ∑ b, ((Fintype.card S : ℝ) ^ 2 *
      (g i a j b * t i a j b + g i b j a * t i b j a)
        - Fintype.card S * (g i a j b * t i b j a + g i b j a * t i a j b)) =
      2 * (Fintype.card S *
        ∑ a, ∑ b, (Fintype.card S * g i a j b - g i b j a) * t i a j b) := by
    intro i j
    simp only [mul_sum (a := Finset.univ) (b := (Fintype.card S : ℝ))] <;> skip
    have e := sw fun a b =>
      (Fintype.card S : ℝ) * ((Fintype.card S * g i a j b - g i b j a) * t i a j b)
    simp only [← mul_sum] at e ⊢
    rw [← e]
    refine sum_congr rfl fun a _ => sum_congr rfl fun b _ => ?_
    ring
  unfold pairEnergy
  rw [sum_spinOrbitals]
  simp only [spinAntisym, spin_sum, h, ← mul_sum]
  ring

end

end PairEnergySpinAntisym
```

Messages:

```
Main.lean:92:42: error: Invalid argument name `b` for function `mul_sum`

Hint: Perhaps you meant one of the following parameter names:
  • `ι`: b̵ι̲
  • `R`: b̵R̲
  • `s`: b̵s̲
  • `f`: b̵f̲
Main.lean:92:4: error: `simp` made no progress
```

Both errors come from the first `simp only` in the proof of `h`. It passes `mul_sum` an argument named `b`, but the lemma has no parameter of that name, so Lean rejects the term. `simp only` is then left with no usable lemma to rewrite with, and reports that it made no progress.

The repair deletes the line, which removes both errors. The step was not needed: the right side of the goal already has the factor `Fintype.card S` outside its double sum. It is `e` that has the factor inside, and the later `simp only [← mul_sum]` pulls it out there, so that `rw [← e]` finds its match.

Dropping `⊢` from that later call is mere tidying. The goal has no constant factor for the reversed `mul_sum` to pull out of a sum, and neither message concerns that call.

This version goes through:

```diff
@@ -90,8 +90,8 @@
         ∑ a, ∑ b, (Fintype.card S * g i a j b - g i b j a) * t i a j b) := by
     intro i j
-    simp only [mul_sum (a := Finset.univ) (b := (Fintype.card S : ℝ))] <;> skip
+
     have e := sw fun a b =>
       (Fintype.card S : ℝ) * ((Fintype.card S * g i a j b - g i b j a) * t i a j b)
-    simp only [← mul_sum] at e ⊢
+    simp only [← mul_sum] at e
     rw [← e]
     refine sum_congr rfl fun a _ => sum_congr rfl fun b _ => ?_
```
